# Norm conservation and the energy derivative of Q/P in the radial Dirac equation

Let (P₁, Q₁) and (P₂, Q₂) be radial Dirac solutions for two potentials V₁ and V₂ on a ≤ r ≤ R, with values at the inner radius a that do not depend on the energy E. If the large components P₁ and P₂ are equal and nonzero at R for an energy E₀, then the energy derivatives of Q₁/P₁ and Q₂/P₂ at (R, E₀) agree exactly when

∫ₐᴿ (P₁² + Q₁²) dr = ∫ₐᴿ (P₂² + Q₂²) dr at E = E₀.

The physical problem is the replacement of an atomic core by a pseudopotential. Outside R the two potentials are the same, so a valence electron notices the replacement only through the ratio Q/P at R, which fixes the outer solution up to a factor. In the simplest construction a pseudopotential is fitted at one reference energy E₀, but it is used at neighbouring energies, in molecules and solids. For one electron in a local radial potential, with the inner data held fixed, equal norms make the error in Q/P vanish to first order in E − E₀, provided that both components match at E₀.

## From the Wronskian to the energy slope

Measure E from the rest energy, in atomic units, with c the speed of light and κ the relativistic angular quantum number. The radial equations are

P′ = −(κ/r) P + ((E − V + 2c²)/c) Q
Q′ = (κ/r) Q − ((E − V)/c) P.

Take solutions of one family at two energies E and E′, and form

W(r) = P(r,E) Q(r,E′) − Q(r,E) P(r,E′).

This is the Wronskian of the first-order system; it contains no derivatives. Differentiate it and insert the equations. The κ terms cancel in pairs. The products P(r,E)P(r,E′) collect the factor (E − V)/c − (E′ − V)/c, and the products Q(r,E)Q(r,E′) collect (E − V + 2c²)/c − (E′ − V + 2c²)/c. Both factors equal −(E′ − E)/c, so

W′(r) = −((E′ − E)/c) [P(r,E)P(r,E′) + Q(r,E)Q(r,E′)].

At a the two solutions have the same values, hence W(a) = 0. Integration from a to R gives

c W(R) = −(E′ − E) ∫ₐᴿ [P(r,E)P(r,E′) + Q(r,E)Q(r,E′)] dr.

Now set the first energy to E₀ and call the second one E. For E ≠ E₀ close enough to E₀ that P(R,E) ≠ 0, divide by c (E − E₀) P(R,E₀) P(R,E):

[Q(R,E)/P(R,E) − Q(R,E₀)/P(R,E₀)] / (E − E₀)
= −∫ₐᴿ [P(r,E₀)P(r,E) + Q(r,E₀)Q(r,E)] dr / (c P(R,E₀) P(R,E)).

The solutions are jointly continuous in r and E, hence uniformly continuous for r in [a, R] and E in a bounded closed interval around E₀. The integral therefore tends to its value at E = E₀, and

∂(Q/P)/∂E = −N / (c P²) at (R, E₀), with N = ∫ₐᴿ (P² + Q²) dr at E₀.

Since P(R,E₀) ≠ 0, the integrand is positive near R. Thus N > 0 and the slope is strictly negative. For two families with the same c and the same nonzero P at R, the denominators coincide, so the slopes are equal exactly when N₁ = N₂.

If Q₁ = Q₂ at (R, E₀) as well, the difference of the two ratios vanishes at E₀. It is then o(E − E₀) exactly when its derivative there is zero, which again means N₁ = N₂.

## The norm condition in a pseudopotential calculation

Take κ = −1, the s₁/₂ channel. One outward integration with the all-electron potential at E₀ yields P₁(R), Q₁(R) and N₁. The radial Dirac equations with a trial pseudopotential, which has two adjustable coefficients inside R, are integrated outward at the same energy, giving P₂(R), Q₂(R) and N₂. If P₁(R) and P₂(R) are nonzero, multiplying the pseudo solution by s = P₁(R)/P₂(R) matches the large components and changes its norm integral to s²N₂. The coefficients are then varied to satisfy

Q₂(R)/P₂(R) = Q₁(R)/P₁(R) and s²N₂ = N₁.

When the values at a do not depend on the energy, as assumed here, this matches the slopes without an integration at a second energy; for solutions regular at the nucleus, both norm integrals must start at r = 0. If the all-electron orbital is normalised to one over all space, N₁ is the probability of finding the electron between a and R. Channels with other κ are treated in the same way, each with its own potential.

## The Dirac family and its norm in Lean

```lean
import Mathlib

open Set Filter Topology Asymptotics

namespace RelativisticNormConservation
```

The structure `RadialDiracFamily` collects the hypotheses on one family. Functions are written `P r E`, radius first.

```lean
/-- A family of solutions `(P, Q)(r, E)` of the radial Dirac equations on `[a, R]`, with
`0 < a < R` and `0 < c`, jointly continuous in radius and energy, whose values at `a` do not
depend on the energy. The energy `E` is counted from the rest energy, in atomic units. -/
structure RadialDiracFamily (c κ a R : ℝ) (V : ℝ → ℝ) (P Q : ℝ → ℝ → ℝ) : Prop where
  c_pos : 0 < c
  a_pos : 0 < a
  a_lt : a < R
  contP : ContinuousOn (fun x : ℝ × ℝ => P x.1 x.2) (Icc a R ×ˢ univ)
  contQ : ContinuousOn (fun x : ℝ × ℝ => Q x.1 x.2) (Icc a R ×ˢ univ)
  eqP : ∀ E, ∀ r ∈ Ioo a R, HasDerivAt (fun s => P s E)
    (-(κ / r) * P r E + (E - V r + 2 * c ^ 2) / c * Q r E) r
  eqQ : ∀ E, ∀ r ∈ Ioo a R, HasDerivAt (fun s => Q s E)
    (κ / r * Q r E - (E - V r) / c * P r E) r
  startP : ∀ E E', P a E = P a E'
  startQ : ∀ E E', Q a E = Q a E'
```

The fields `eqP` and `eqQ` are the two radial equations, required at every real energy and every radius strictly between `a` and `R`. The potential `V` is a real function of the radius, the same at all energies. Its continuity is not a separate hypothesis, but since the equations hold at every interior radius, both components would have to vanish at a jump of `V`. A step potential with its jump between `a` and `R` is therefore excluded when P is nonzero at R. The number `κ` may be any real, although physical values are nonzero integers. The fields `contP` and `contQ` assume joint continuity up to the endpoints, while differentiability in the energy is not assumed.

The fields `startP` and `startQ` fix the inner data within one family; two families may start from different values. The interaction between electrons can enter this model only as a mean field contained in `V`, and the region from the nucleus to `a` is left out. An atomic solution is selected by regularity at r = 0, and its values at a small positive radius generally vary with energy. For such solutions the boundary term at a supplies the norm on [0, a], so the usual condition compares integrals from the origin.

```lean
/-- The integral of `P² + Q²` over `[a, R]` at energy `E`. -/
noncomputable def innerNorm (a R : ℝ) (P Q : ℝ → ℝ → ℝ) (E : ℝ) : ℝ :=
  ∫ r in a..R, (P r E ^ 2 + Q r E ^ 2)
```

Despite its name, `innerNorm` is the integral N, the square of the usual norm. It is not normalised to one.

## Green's identity for two energies

The first lemma restricts joint continuity to a fixed energy, which the integrals over the radius require.

```lean
/-- A function jointly continuous in radius and energy is continuous in the radius at each
fixed energy. -/
theorem continuousOn_slice {F : ℝ → ℝ → ℝ} {a R : ℝ}
    (hF : ContinuousOn (fun x : ℝ × ℝ => F x.1 x.2) (Icc a R ×ˢ univ)) (E : ℝ) :
    ContinuousOn (fun r => F r E) (Icc a R) :=
  ContinuousOn.comp (g := fun x : ℝ × ℝ => F x.1 x.2) (f := fun r : ℝ => (r, E)) hF
    (by fun_prop) (fun _ hr => ⟨hr, mem_univ _⟩)
```

The derivative of W comes next. The product rule is applied to both terms, and `ring` performs the cancellation of `V` and `κ`.

```lean
namespace RadialDiracFamily

variable {c κ a R : ℝ} {V : ℝ → ℝ} {P Q : ℝ → ℝ → ℝ}

/-- The radial derivative of the Wronskian of solutions at two energies is the energy difference
times their overlap density, divided by `-c`; the potential and `κ` drop out. -/
theorem hasDerivAt_wronskian (h : RadialDiracFamily c κ a R V P Q) (E E' : ℝ) {r : ℝ}
    (hr : r ∈ Ioo a R) :
    HasDerivAt (fun s => P s E * Q s E' - Q s E * P s E')
      (-((E' - E) / c) * (P r E * P r E' + Q r E * Q r E')) r :=
  (((h.eqP E r hr).fun_mul (h.eqQ E' r hr)).fun_sub
    ((h.eqQ E r hr).fun_mul (h.eqP E' r hr))).congr_deriv (by ring)
```

The fundamental theorem of calculus turns this into the integrated identity. It needs the derivative only on the open interval, together with continuity on the closed one. The final `linear_combination` multiplies by `c` and uses `startP` and `startQ` to remove W(a).

```lean
/-- Green's identity for two energies in a `RadialDiracFamily`: `c` times the Wronskian at `R` is
minus the energy difference times the overlap of the two solutions on `[a, R]`. -/
theorem green_identity (h : RadialDiracFamily c κ a R V P Q) (E E' : ℝ) :
    c * (P R E * Q R E' - Q R E * P R E') =
      -(E' - E) * ∫ r in a..R, (P r E * P r E' + Q r E * Q r E') := by
  have p := continuousOn_slice h.contP
  have q := continuousOn_slice h.contQ
  have key : ∫ r in a..R, -((E' - E) / c) * (P r E * P r E' + Q r E * Q r E') =
      (P R E * Q R E' - Q R E * P R E') - (P a E * Q a E' - Q a E * P a E') :=
    intervalIntegral.integral_eq_sub_of_hasDerivAt_of_le h.a_lt.le
      (((p E).mul (q E')).sub ((q E).mul (p E')))
      (fun r hr => h.hasDerivAt_wronskian E E' hr)
      (ContinuousOn.intervalIntegrable_of_Icc h.a_lt.le
        (continuousOn_const.mul (((p E).mul (p E')).add ((q E).mul (q E')))))
  rw [intervalIntegral.integral_const_mul] at key
  -- the Wronskian vanishes at `a`, where both solutions start with the same data
  have hc : c * ((E' - E) / c) = E' - E := mul_div_cancel₀ _ h.c_pos.ne'
  linear_combination (-c) * key
    - (∫ r in a..R, (P r E * P r E' + Q r E * Q r E')) * hc
    + c * P a E * h.startQ E' E - c * Q a E * h.startP E' E
```

## The limit of equal energies

The overlap integral must be continuous in the second energy. The Mathlib theorem used here expects an integrand continuous on the whole plane, whereas the solutions are controlled only for radii in [a, R]. The proof replaces r by `max a (min r R)`, which leaves r unchanged on the integration range and holds it at the nearest endpoint elsewhere. This takes the place of the uniform-continuity argument above.

```lean
/-- The overlap on `[a, R]` of the solution at a fixed energy with the solution at energy `E'`
is continuous in `E'`. -/
theorem continuous_overlap (h : RadialDiracFamily c κ a R V P Q) (E : ℝ) :
    Continuous fun E' => ∫ r in a..R, (P r E * P r E' + Q r E * Q r E') := by
  -- extend the integrand continuously beyond `[a, R]` by clamping the radius
  have cl : ∀ F : ℝ → ℝ → ℝ,
      ContinuousOn (fun x : ℝ × ℝ => F x.1 x.2) (Icc a R ×ˢ univ) →
      ∀ g : ℝ × ℝ → ℝ, Continuous g →
      Continuous (fun x : ℝ × ℝ => F (max a (min x.2 R)) (g x)) :=
    fun F hF g hg => hF.comp_continuous (f := fun x : ℝ × ℝ => (max a (min x.2 R), g x))
      (by fun_prop)
      (fun x => ⟨⟨le_max_left _ _, max_le h.a_lt.le (min_le_right _ _)⟩, mem_univ _⟩)
  have big : Continuous (Function.uncurry fun E' r : ℝ =>
      P (max a (min r R)) E * P (max a (min r R)) E' +
      Q (max a (min r R)) E * Q (max a (min r R)) E') :=
    ((cl P h.contP (fun _ => E) continuous_const).mul
      (cl P h.contP Prod.fst continuous_fst)).add
    ((cl Q h.contQ (fun _ => E) continuous_const).mul
      (cl Q h.contQ Prod.fst continuous_fst))
  have hcont : Continuous fun E' : ℝ => ∫ r in a..R,
      (P (max a (min r R)) E * P (max a (min r R)) E' +
        Q (max a (min r R)) E * Q (max a (min r R)) E') :=
    intervalIntegral.continuous_parametric_intervalIntegral_of_continuous' big a R
  refine hcont.congr fun E' => ?_
  apply intervalIntegral.integral_congr
  intro r hr
  rw [uIcc_of_le h.a_lt.le] at hr
  have hm : max a (min r R) = r := by rw [min_eq_left hr.2, max_eq_right hr.1]
  simp only [hm]
```

The slope formula is then proved as a limit of difference quotients. The statement `lim` says that the overlap expression is continuous at `E₀`, and `hval` identifies its value there with −N/(cP²). The `filter_upwards` step restricts attention to energies different from `E₀` at which P(R,E) is nonzero, and Green's identity shows that the two sides of the quotient formula agree there.

```lean
/-- For a `RadialDiracFamily` with `P` nonzero at `R` for energy `E₀`, the energy derivative of
`Q/P` at `R` exists there and equals minus the integral of `P² + Q²` over `[a, R]`, divided by
`c P(R)²`. -/
theorem hasDerivAt_ratio (h : RadialDiracFamily c κ a R V P Q) {E₀ : ℝ} (hP : P R E₀ ≠ 0) :
    HasDerivAt (fun E => Q R E / P R E) (-innerNorm a R P Q E₀ / (c * P R E₀ ^ 2)) E₀ := by
  have hc := h.c_pos.ne'
  have hPc : Continuous (fun E => P R E) :=
    h.contP.comp_continuous (f := fun E : ℝ => (R, E)) (by fun_prop)
      (fun _ => ⟨⟨h.a_lt.le, le_rfl⟩, mem_univ _⟩)
  have lim : ContinuousAt (fun E => -(∫ r in a..R, (P r E₀ * P r E + Q r E₀ * Q r E)) /
      (c * (P R E₀ * P R E))) E₀ :=
    ContinuousAt.div (h.continuous_overlap E₀).neg.continuousAt
      (continuous_const.mul (continuous_const.mul hPc)).continuousAt
      (mul_ne_zero hc (mul_ne_zero hP hP))
  have hval : -innerNorm a R P Q E₀ / (c * P R E₀ ^ 2) =
      -(∫ r in a..R, (P r E₀ * P r E₀ + Q r E₀ * Q r E₀)) / (c * (P R E₀ * P R E₀)) := by
    simp only [innerNorm, pow_two]
  rw [hval, hasDerivAt_iff_tendsto_slope]
  refine (lim.tendsto.mono_left nhdsWithin_le_nhds).congr' ?_
  -- Green's identity turns the difference quotient into an overlap integral
  filter_upwards [self_mem_nhdsWithin,
    nhdsWithin_le_nhds (hPc.continuousAt.eventually_ne hP)] with E hE hPE
  have hne : E - E₀ ≠ 0 := sub_ne_zero.mpr hE
  rw [slope_def_field, div_sub_div _ _ hPE hP, div_div,
    div_eq_div_iff (mul_ne_zero hc (mul_ne_zero hP hPE))
      (mul_ne_zero (mul_ne_zero hPE hP) hne)]
  linear_combination (-(P R E₀ * P R E)) * h.green_identity E₀ E
```

The sign of the slope follows from the positivity of N: the integrand is continuous, nowhere negative, and positive at `R`.

```lean
/-- For a `RadialDiracFamily` with `P` nonzero at `R` for energy `E₀`, the energy derivative of
`Q/P` at `R` is strictly negative there. -/
theorem deriv_ratio_neg (h : RadialDiracFamily c κ a R V P Q) {E₀ : ℝ} (hP : P R E₀ ≠ 0) :
    deriv (fun E => Q R E / P R E) E₀ < 0 := by
  have hN : 0 < innerNorm a R P Q E₀ :=
    intervalIntegral.integral_pos h.a_lt
      (((continuousOn_slice h.contP E₀).pow 2).add ((continuousOn_slice h.contQ E₀).pow 2))
      (fun r _ => by positivity) ⟨R, ⟨h.a_lt.le, le_rfl⟩, by positivity⟩
  have hc := h.c_pos
  rw [(h.hasDerivAt_ratio hP).deriv]
  exact div_neg_of_neg_of_pos (neg_neg_of_pos hN) (by positivity)

end RadialDiracFamily
```

## Equal slopes and equal norms

The main theorem takes two families with common `c`, `κ`, `a` and `R`, and potentials `V₁` and `V₂`. The hypothesis `h₂` requires the pseudo solution to obey the radial Dirac equations too; a pseudo-orbital from a Schrödinger-type equation does not qualify. The hypotheses `hPP` and `hP` say that the large components agree at (R, E₀) and are nonzero there. The small components need not match.

Lean's `deriv` returns zero where a function has no derivative, but the slope formula guarantees that both derivatives exist here. The proof inserts that formula on each side, then cancels the common nonzero denominator and the minus sign.

```lean
variable {c κ a R E₀ : ℝ} {V₁ V₂ : ℝ → ℝ} {P₁ Q₁ P₂ Q₂ : ℝ → ℝ → ℝ}

/-- Relativistic norm conservation for two `RadialDiracFamily` instances with the same `c`, `κ`, `a`
and `R`: if the large components agree and are nonzero at `R` for energy `E₀`, the energy
derivatives of `Q/P` there agree exactly when the integrals of `P² + Q²` over `[a, R]` agree. -/
theorem deriv_ratio_eq_iff_innerNorm_eq
    (h₁ : RadialDiracFamily c κ a R V₁ P₁ Q₁) (h₂ : RadialDiracFamily c κ a R V₂ P₂ Q₂)
    (hPP : P₁ R E₀ = P₂ R E₀) (hP : P₁ R E₀ ≠ 0) :
    deriv (fun E => Q₁ R E / P₁ R E) E₀ = deriv (fun E => Q₂ R E / P₂ R E) E₀ ↔
      innerNorm a R P₁ Q₁ E₀ = innerNorm a R P₂ Q₂ E₀ := by
  have hP₂ : P₂ R E₀ ≠ 0 := by rwa [← hPP]
  rw [(h₁.hasDerivAt_ratio hP).deriv, (h₂.hasDerivAt_ratio hP₂).deriv, ← hPP,
    div_left_inj' (mul_ne_zero h₁.c_pos.ne' (pow_ne_zero 2 hP)), neg_inj]
```

The last theorem adds `hQQ`, the agreement of the small components at (R, E₀). The notation `=o[𝓝 E₀]` says that the difference of the ratios, divided by E − E₀, tends to zero as E approaches E₀, and that the difference vanishes at E₀ itself. The intermediate statement `e` translates this into a zero derivative. Uniqueness of the derivative then gives equal slopes, and the main theorem gives equal norms; the converse runs through the same steps backwards.

```lean
/-- For two `RadialDiracFamily` instances with the same `c`, `κ`, `a` and `R`: if both components
agree at `R` for energy `E₀` and the large one is nonzero there, the difference of the two ratios
`Q/P` at `R` is `o(E - E₀)` as `E` tends to `E₀` exactly when the integrals of `P² + Q²` over
`[a, R]` agree. -/
theorem ratio_sub_isLittleO_iff_innerNorm_eq
    (h₁ : RadialDiracFamily c κ a R V₁ P₁ Q₁) (h₂ : RadialDiracFamily c κ a R V₂ P₂ Q₂)
    (hPP : P₁ R E₀ = P₂ R E₀) (hQQ : Q₁ R E₀ = Q₂ R E₀) (hP : P₁ R E₀ ≠ 0) :
    (fun E => Q₁ R E / P₁ R E - Q₂ R E / P₂ R E) =o[𝓝 E₀] (fun E => E - E₀) ↔
      innerNorm a R P₁ Q₁ E₀ = innerNorm a R P₂ Q₂ E₀ := by
  have hP₂ : P₂ R E₀ ≠ 0 := by rwa [← hPP]
  have d₁ := h₁.hasDerivAt_ratio hP
  have d₂ := h₂.hasDerivAt_ratio hP₂
  have hd := d₁.fun_sub d₂
  -- the difference vanishes at `E₀`, so being of higher order means having zero derivative
  have e : (fun E => Q₁ R E / P₁ R E - Q₂ R E / P₂ R E) =o[𝓝 E₀] (fun E => E - E₀) ↔
      HasDerivAt (fun E => Q₁ R E / P₁ R E - Q₂ R E / P₂ R E) 0 E₀ := by
    rw [hasDerivAt_iff_isLittleO]
    simp only [hPP, hQQ, sub_self, smul_zero, sub_zero]
  rw [e, ← deriv_ratio_eq_iff_innerNorm_eq h₁ h₂ hPP hP, d₁.deriv, d₂.deriv]
  exact ⟨fun H => sub_eq_zero.mp (hd.unique H),
    fun H => hd.congr_deriv (sub_eq_zero.mpr H)⟩

end RelativisticNormConservation
```

```lean
#print axioms RelativisticNormConservation.RadialDiracFamily.deriv_ratio_neg
-- 'RelativisticNormConservation.RadialDiracFamily.deriv_ratio_neg' depends on axioms: [propext, Classical.choice, Quot.sound]
#print axioms RelativisticNormConservation.deriv_ratio_eq_iff_innerNorm_eq
-- 'RelativisticNormConservation.deriv_ratio_eq_iff_innerNorm_eq' depends on axioms: [propext, Classical.choice, Quot.sound]
#print axioms RelativisticNormConservation.ratio_sub_isLittleO_iff_innerNorm_eq
-- 'RelativisticNormConservation.ratio_sub_isLittleO_iff_innerNorm_eq' depends on axioms: [propext, Classical.choice, Quot.sound]
```
